# Paired Lyapunov exponents of a finite bar with symmetric slice Hamiltonians

A transfer-matrix calculation of a localization length follows wave amplitudes along a bar, slice by slice. With $m$ sites per slice there are $2m$ Lyapunov exponents, but the calculation can stop at the $m$ largest and take the inverse of the smallest positive one as an estimate of the localization length. This step rests on a symmetry: the remaining exponents are the negatives of those already found. For a finite bar of non-interacting particles with real symmetric slice Hamiltonians and unit hopping between slices, the symmetry is exact at every length and for every realization of the disorder, provided that the exponents are defined as the logarithms of the singular values of the bar's transfer matrix, divided by the number of slices.

## From flux conservation to reciprocal eigenvalues

Let $\psi_k\in\mathbb R^m$ be the amplitudes on slice $k$, $H_k$ the real Hamiltonian within that slice, and $E$ the energy. The lattice Schrödinger equation

$$\psi_{k+1}+\psi_{k-1}+H_k\psi_k=E\psi_k$$

can be solved for $\psi_{k+1}$, which gives

$$\begin{pmatrix}\psi_{k+1}\\ \psi_k\end{pmatrix}=T_k\begin{pmatrix}\psi_k\\ \psi_{k-1}\end{pmatrix},\qquad T_k=\begin{pmatrix}E-H_k&-1\\1&0\end{pmatrix}.$$

A bar of $N$ slices has the transfer matrix $M=T_N\cdots T_1$. Put $A=M^TM$. The claim is that, if every $H_k$ is symmetric, each eigenvalue $x$ of $A$ is positive and $1/x$ is an eigenvalue of the same multiplicity.

The conserved quantity behind this is the antisymmetric form

$$J=\begin{pmatrix}0&-1\\1&0\end{pmatrix},\qquad J^2=-1.$$

If $u$ and $w$ are the real and imaginary parts of a complex wave on two neighbouring slices, $u^TJw$ is proportional to the current between them. For one slice, block multiplication gives

$$T_k^TJT_k=\begin{pmatrix}E-H_k^T&1\\-1&0\end{pmatrix}\begin{pmatrix}-1&0\\E-H_k&-1\end{pmatrix}=\begin{pmatrix}H_k^T-H_k&-1\\1&0\end{pmatrix}.$$

This equals $J$ exactly when $H_k$ is symmetric. Applying the identity to one slice after another gives $M^TJM=J$.

The transpose of $M$ preserves $J$ as well. Multiplying $M^TJM=J$ from the left by $-J$ yields $(-JM^TJ)M=1$. A left inverse of a square matrix is also a right inverse, so $M(-JM^TJ)=1$. Multiplying this from the right by $J$ and using $J^2=-1$ gives $MJM^T=J$. Therefore

$$AJA=M^T(MJM^T)M=M^TJM=J.$$

The order of the factors is where the derivation easily goes wrong. The product $M^TMJM^TM$ contains $MJM^T$, not $M^TJM$, which is why the identity for the transpose was derived first.

Now let $Av=xv$ with $v\neq0$. Applying $AJA=J$ to $v$ gives

$$x\,A(Jv)=Jv.$$

The vector $Jv$ is nonzero because $J^2v=-v$, and so $x\neq0$. Moreover,

$$x|v|^2=v^TM^TMv=|Mv|^2\geq0,$$

so $x>0$. Dividing by $x$ gives $A(Jv)=x^{-1}Jv$, which makes $Jv$ an eigenvector for $1/x$.

Since $J$ is injective, it embeds the eigenspace for $x$ in the eigenspace for $1/x$, and the dimension of the first is at most that of the second. The same argument starting from $1/x$ gives the reverse inequality, so the dimensions are equal.

For $N\geq1$ write $x=e^{2N\gamma}$, or $\gamma=\ln x/(2N)$. The factor 2 appears because $A$ measures squared lengths: an eigenvector grows by $|Mv|=e^{N\gamma}|v|$. Replacing $x$ by $1/x$ replaces $\gamma$ by $-\gamma$. Because the symmetric matrix $A$ has a complete set of eigenvectors, the $2m$ exponents then split into $m$ non-negative ones and their negatives.

## Two slices that break the pairing

Without symmetric $H_k$ the pairing can fail. In the following example the first slice has hopping in one direction only, so $H_1$ is not Hermitian and does not describe a closed quantum system. Take $E=0$, two sites per slice, and

$$H_1=\begin{pmatrix}0&1\\0&0\end{pmatrix},\qquad H_2=\begin{pmatrix}1&0\\0&0\end{pmatrix}.$$

Then

$$M=T_2T_1=\begin{pmatrix}-1&1&1&0\\0&-1&0&0\\0&-1&-1&0\\0&0&0&-1\end{pmatrix},\qquad A=\begin{pmatrix}1&-1&-1&0\\-1&3&2&0\\-1&2&2&0\\0&0&0&1\end{pmatrix}.$$

The upper $3\times3$ block has the characteristic polynomial $x^3-6x^2+5x-1$. The product of its roots is 1. If two of them were reciprocal, the third would be 1, but the polynomial has the value $-1$ there. None of these three eigenvalues has its reciprocal in the spectrum of $A$.

## The bar as a list of matrices

In the Lean development the sites of a slice form a finite type `n`, and a vector on two neighbouring slices is a function on `n ⊕ n`. The left summand holds the newer slice.

```lean
import Mathlib

open Matrix Module

namespace LyapunovPairing

noncomputable section

variable {n : Type*} [Fintype n] [DecidableEq n]
```

The transfer matrix has the block rows used above. The type allows any real matrix `H`; symmetry enters later as a hypothesis.

```lean
/-- The transfer matrix of one slice with Hamiltonian `H` at energy `E`. -/
def transfer (E : ℝ) (H : Matrix n n ℝ) : Matrix (n ⊕ n) (n ⊕ n) ℝ :=
  fromBlocks (E • 1 - H) (-1) 1 0
```

A bar is a list of slice Hamiltonians, which may all differ. Each new head of the list is multiplied on the right, so the list $[H_1,\ldots,H_N]$ gives $T_N\cdots T_1$.

```lean
/-- The transfer matrix of a bar; the first slice in the list acts first. -/
def bar (E : ℝ) : List (Matrix n n ℝ) → Matrix (n ⊕ n) (n ⊕ n) ℝ
  | [] => 1
  | H :: Hs => bar E Hs * transfer E H
```

The matrix `gram E Hs` is $A$, and `fluxForm n` is $J$.

```lean
/-- The matrix `MᵀM` built from the transfer matrix `M` of a bar. -/
def gram (E : ℝ) (Hs : List (Matrix n n ℝ)) : Matrix (n ⊕ n) (n ⊕ n) ℝ :=
  (bar E Hs)ᵀ * bar E Hs

variable (n) in
/-- The antisymmetric form that pairs the amplitudes on two neighbouring slices. -/
def fluxForm : Matrix (n ⊕ n) (n ⊕ n) ℝ := fromBlocks 0 (-1) 1 0
```

An exponent is represented by its eigenspace, whose dimension is the multiplicity. If `γ` is not an exponent of the bar, this space is zero. The definition is meant for a nonempty list: for $N=0$ the exponential is 1 and $A$ is the identity, so every `γ` would receive the whole space.

```lean
/-- The space of initial amplitudes with Lyapunov exponent `γ` in a nonempty bar of `N` slices:
the eigenspace of `MᵀM` for the value `exp (2 N γ)`. -/
def lyapunovSpace (E : ℝ) (Hs : List (Matrix n n ℝ)) (γ : ℝ) : Submodule ℝ (n ⊕ n → ℝ) :=
  End.eigenspace (toLin' (gram E Hs)) (Real.exp (2 * (Hs.length : ℝ) * γ))
```

These definitions fix the scope. The matrices are real, which leaves out complex Hermitian Hamiltonians such as those with Peierls phases in a magnetic field. The hopping between slices is the identity matrix, and all exponents belong to one bar of finite length, with no disorder average and no limit $N\to\infty$.

## Schrödinger equation and flux conservation

The first theorem ties the block matrix to the physics. With `φ`, `ψ`, `χ` as three successive slices, the matrix carries $(\psi,\varphi)$ to $(\chi,\psi)$ exactly when the Schrödinger equation holds on the middle slice. The step `key` multiplies out the blocks, and the rest rearranges the upper component.

```lean
/-- The transfer matrix carries the amplitudes `(ψ, φ)` to `(χ, ψ)` exactly when the three
successive slices `φ, ψ, χ` satisfy the lattice Schrödinger equation. -/
theorem transfer_iff_schrodinger (E : ℝ) (H : Matrix n n ℝ) (φ ψ χ : n → ℝ) :
    transfer E H *ᵥ Sum.elim ψ φ = Sum.elim χ ψ ↔ χ + φ + H *ᵥ ψ = E • ψ := by
  have key : transfer E H *ᵥ Sum.elim ψ φ = Sum.elim (E • ψ - H *ᵥ ψ + -φ) ψ := by
    rw [transfer, fromBlocks_mulVec]
    congr 1 <;> simp [sub_mulVec, smul_mulVec, neg_mulVec]
  rw [key]
  constructor
  · intro h
    have h1 : E • ψ - H *ᵥ ψ + -φ = χ := by
      funext i
      exact congrFun h (Sum.inl i)
    rw [← h1]
    abel
  · intro h
    have h1 : E • ψ - H *ᵥ ψ + -φ = χ := by
      rw [← h]
      abel
    rw [h1]
```

The next theorem is the block calculation of $T^TJT$. Its `key` has $H^T-H$ in the upper left corner, and comparing blocks with those of $J$ gives both directions of the equivalence.

```lean
/-- A slice preserves the flux form exactly when its Hamiltonian is symmetric. -/
theorem transfer_symplectic_iff (E : ℝ) (H : Matrix n n ℝ) :
    (transfer E H)ᵀ * fluxForm n * transfer E H = fluxForm n ↔ H.IsSymm := by
  have key : (transfer E H)ᵀ * fluxForm n * transfer E H
      = fromBlocks (Hᵀ - H) (-1) 1 0 := by
    rw [transfer, fluxForm, fromBlocks_transpose, fromBlocks_multiply, fromBlocks_multiply,
      fromBlocks_inj]
    refine ⟨?_, by simp, by simp, by simp⟩
    simp only [transpose_sub, transpose_smul, transpose_one, mul_zero, mul_one, one_mul,
      mul_neg, zero_add, add_zero]
    abel
  rw [key, fluxForm, fromBlocks_inj]
  constructor
  · intro h
    exact sub_eq_zero.mp h.1
  · intro h
    exact ⟨sub_eq_zero.mpr h, rfl, rfl, rfl⟩

/-- The flux form squares to minus the identity. -/
theorem fluxForm_sq : fluxForm n * fluxForm n = -1 := by
  rw [fluxForm, fromBlocks_multiply, ← fromBlocks_one, fromBlocks_neg, fromBlocks_inj]
  simp
```

For the whole bar, the hypothesis `∀ H ∈ Hs, H.IsSymm` requires every slice Hamiltonian to be symmetric. The proof is an induction on the list: the inner factor $M^TJM$ of the shorter bar collapses to $J$, and then the first slice preserves $J$.

```lean
/-- A bar of slices with symmetric Hamiltonians preserves the flux form. -/
theorem bar_symplectic (E : ℝ) (Hs : List (Matrix n n ℝ)) (hs : ∀ H ∈ Hs, H.IsSymm) :
    (bar E Hs)ᵀ * fluxForm n * bar E Hs = fluxForm n := by
  induction Hs with
  | nil => simp [bar]
  | cons H Hs ih =>
    have hB := ih fun K hK => hs K (List.mem_cons_of_mem H hK)
    have hT := (transfer_symplectic_iff E H).mpr (hs H List.mem_cons_self)
    calc (bar E (H :: Hs))ᵀ * fluxForm n * bar E (H :: Hs)
        = (transfer E H)ᵀ * ((bar E Hs)ᵀ * fluxForm n * bar E Hs) * transfer E H := by
          simp only [bar, transpose_mul, Matrix.mul_assoc]
      _ = fluxForm n := by rw [hB, hT]
```

The identity $AJA=J$ follows the derivation by hand. Here `h1` is the left inverse $-JM^TJ$, `h2` turns it into a right inverse, and `h3` is $MJM^T=J$. The tactic `noncomm_ring` regroups products without changing the order of their factors.

```lean
/-- For symmetric slice Hamiltonians the matrix `A = MᵀM` satisfies `A J A = J`, with `J` the
flux form. -/
theorem gram_symplectic (E : ℝ) (Hs : List (Matrix n n ℝ)) (hs : ∀ H ∈ Hs, H.IsSymm) :
    gram E Hs * fluxForm n * gram E Hs = fluxForm n := by
  have h := bar_symplectic E Hs hs
  unfold gram
  generalize bar E Hs = M at h ⊢
  -- the flux form provides an explicit inverse of `M`
  have h1 : -(fluxForm n * Mᵀ * fluxForm n) * M = 1 := by
    calc -(fluxForm n * Mᵀ * fluxForm n) * M
        = -(fluxForm n * (Mᵀ * fluxForm n * M)) := by noncomm_ring
      _ = 1 := by rw [h, fluxForm_sq, neg_neg]
  have h2 : M * -(fluxForm n * Mᵀ * fluxForm n) = 1 := mul_eq_one_comm.mp h1
  have h3 : M * fluxForm n * Mᵀ = fluxForm n := by
    calc M * fluxForm n * Mᵀ
        = -(M * fluxForm n * Mᵀ * (fluxForm n * fluxForm n)) := by
          rw [fluxForm_sq, mul_neg, mul_one, neg_neg]
      _ = M * -(fluxForm n * Mᵀ * fluxForm n) * fluxForm n := by noncomm_ring
      _ = fluxForm n := by rw [h2, one_mul]
  calc Mᵀ * M * fluxForm n * (Mᵀ * M)
      = Mᵀ * (M * fluxForm n * Mᵀ) * M := by noncomm_ring
    _ = fluxForm n := by rw [h3, h]
```

## Partner eigenvectors and equal multiplicities

Applied to an eigenvector, the identity gives $x\,A(Jv)=Jv$. The relation is stated without division, so it can also be used to rule out $x=0$.

```lean
/-- For symmetric slice Hamiltonians and `A = MᵀM`, the equation `A v = x v` implies `x A (J v) = J
v`, with `J` the flux form. -/
theorem partner_relation (E : ℝ) (Hs : List (Matrix n n ℝ)) (hs : ∀ H ∈ Hs, H.IsSymm)
    {x : ℝ} {v : n ⊕ n → ℝ} (hv : gram E Hs *ᵥ v = x • v) :
    x • (gram E Hs *ᵥ (fluxForm n *ᵥ v)) = fluxForm n *ᵥ v := by
  calc x • (gram E Hs *ᵥ (fluxForm n *ᵥ v))
      = gram E Hs *ᵥ (fluxForm n *ᵥ (gram E Hs *ᵥ v)) := by
        rw [hv, mulVec_smul, mulVec_smul]
    _ = (gram E Hs * fluxForm n * gram E Hs) *ᵥ v := by
        simp only [mulVec_mulVec, Matrix.mul_assoc]
    _ = fluxForm n *ᵥ v := by rw [gram_symplectic E Hs hs]

/-- The flux form annihilates no nonzero amplitude vector. -/
theorem fluxForm_injective {v : n ⊕ n → ℝ} (h : fluxForm n *ᵥ v = 0) : v = 0 := by
  have h1 : (fluxForm n * fluxForm n) *ᵥ v = 0 := by
    rw [← mulVec_mulVec, h, mulVec_zero]
  rw [fluxForm_sq, neg_mulVec, one_mulVec] at h1
  exact neg_eq_zero.mp h1
```

Besides symmetric slice Hamiltonians, the theorem on dimensions assumes only `x ≠ 0`. If `x` is not an eigenvalue, both dimensions are zero. The inner statement `le` restricts $J$ to the eigenspace for `y`, with `hmap` showing that the image lies in the eigenspace for `y⁻¹`. Injectivity gives the inequality, and using it for `x` and for `x⁻¹` gives equality.

```lean
/-- For symmetric slice Hamiltonians and nonzero `x`, the eigenspaces of `MᵀM` for `x` and `1/x`
have the same dimension. -/
theorem finrank_eigenspace_inv (E : ℝ) (Hs : List (Matrix n n ℝ))
    (hs : ∀ H ∈ Hs, H.IsSymm) {x : ℝ} (hx : x ≠ 0) :
    finrank ℝ (End.eigenspace (toLin' (gram E Hs)) x)
      = finrank ℝ (End.eigenspace (toLin' (gram E Hs)) x⁻¹) := by
  -- the flux form embeds each eigenspace in its partner
  have le : ∀ y : ℝ, y ≠ 0 → finrank ℝ (End.eigenspace (toLin' (gram E Hs)) y)
      ≤ finrank ℝ (End.eigenspace (toLin' (gram E Hs)) y⁻¹) := by
    intro y hy
    have hmap : ∀ v ∈ End.eigenspace (toLin' (gram E Hs)) y,
        toLin' (fluxForm n) v ∈ End.eigenspace (toLin' (gram E Hs)) y⁻¹ := by
      intro v hv
      rw [End.mem_eigenspace_iff, toLin'_apply] at hv
      rw [End.mem_eigenspace_iff, toLin'_apply, toLin'_apply]
      exact (eq_inv_smul_iff₀ hy).mpr (partner_relation E Hs hs hv)
    apply LinearMap.finrank_le_finrank_of_injective
      (f := (toLin' (fluxForm n)).restrict hmap)
    rw [injective_iff_map_eq_zero]
    intro v hv
    apply Subtype.ext
    apply fluxForm_injective
    exact congrArg Subtype.val hv
  apply le_antisymm (le x hx)
  have h := le x⁻¹ (inv_ne_zero hx)
  rwa [inv_inv] at h
```

The theorem `eigenvalue_pairs` says that every eigenvalue is positive and that its inverse is an eigenvalue too. The proof takes an eigenvector `v`, excludes zero through the partner relation, and obtains the sign from `hq`, which is $x|v|^2=|Mv|^2$. The partner eigenvector is $Jv$.

```lean
/-- Every eigenvalue `x` of `MᵀM` for a bar with symmetric slice Hamiltonians is positive, and
`1/x` is also an eigenvalue. -/
theorem eigenvalue_pairs (E : ℝ) (Hs : List (Matrix n n ℝ)) (hs : ∀ H ∈ Hs, H.IsSymm)
    {x : ℝ} (hx : End.HasEigenvalue (toLin' (gram E Hs)) x) :
    0 < x ∧ End.HasEigenvalue (toLin' (gram E Hs)) x⁻¹ := by
  obtain ⟨v, hv, hv0⟩ := hx.exists_hasEigenvector
  rw [End.mem_eigenspace_iff, toLin'_apply] at hv
  have hp := partner_relation E Hs hs hv
  have hJ : fluxForm n *ᵥ v ≠ 0 := fun h => hv0 (fluxForm_injective h)
  have hx0 : x ≠ 0 := by
    intro h
    rw [h, zero_smul] at hp
    exact hJ hp.symm
  -- compare the squared norms of `v` and `M v`
  have hq : x * (v ⬝ᵥ v) = (bar E Hs *ᵥ v) ⬝ᵥ (bar E Hs *ᵥ v) := by
    rw [← smul_eq_mul, ← dotProduct_smul, ← hv, gram, ← mulVec_mulVec,
      dotProduct_mulVec, vecMul_transpose]
  have hnn : ∀ w : n ⊕ n → ℝ, 0 ≤ w ⬝ᵥ w := fun w =>
    Finset.sum_nonneg fun i _ => mul_self_nonneg (w i)
  have hvv : 0 < v ⬝ᵥ v :=
    lt_of_le_of_ne (hnn v) fun h => hv0 (dotProduct_self_eq_zero.mp h.symm)
  have hxn : 0 ≤ x := by
    by_contra hneg
    have h1 := mul_neg_of_neg_of_pos (not_le.mp hneg) hvv
    have h2 := hnn (bar E Hs *ᵥ v)
    linarith
  refine ⟨lt_of_le_of_ne hxn hx0.symm, ?_⟩
  apply End.hasEigenvalue_of_hasEigenvector (x := fluxForm n *ᵥ v)
  refine ⟨?_, hJ⟩
  rw [End.mem_eigenspace_iff, toLin'_apply]
  exact (eq_inv_smul_iff₀ hx0).mpr hp
```

## Opposite exponents

For a nonempty bar, the eigenspace of a positive number $x$ is the Lyapunov space with exponent $\ln x/(2N)$. Together with positivity, this assigns an exponent to every eigenvalue of $A$.

```lean
/-- In a nonempty bar of `N` slices, a positive number `x` corresponds to the Lyapunov exponent
`log x / (2 N)`. -/
theorem lyapunovSpace_log (E : ℝ) (Hs : List (Matrix n n ℝ)) (hN : Hs ≠ [])
    {x : ℝ} (hx : 0 < x) :
    lyapunovSpace E Hs (Real.log x / (2 * (Hs.length : ℝ)))
      = End.eigenspace (toLin' (gram E Hs)) x := by
  have hl : (Hs.length : ℝ) ≠ 0 := by simpa using hN
  have h : 2 * (Hs.length : ℝ) * (Real.log x / (2 * (Hs.length : ℝ))) = Real.log x := by
    field_simp
  rw [lyapunovSpace, h, Real.exp_log hx]
```

The last theorem states the pairing for every real `γ`: the spaces for `γ` and `-γ` have equal dimension. Its proof rewrites $e^{-2N\gamma}$ as the inverse of $e^{2N\gamma}$ and applies the equality of eigenspace dimensions.

```lean
/-- For a bar with symmetric slice Hamiltonians, the Lyapunov spaces for `γ` and `-γ` have the same
dimension. -/
theorem lyapunov_pairs (E : ℝ) (Hs : List (Matrix n n ℝ)) (hs : ∀ H ∈ Hs, H.IsSymm) (γ : ℝ) :
    finrank ℝ (lyapunovSpace E Hs γ) = finrank ℝ (lyapunovSpace E Hs (-γ)) := by
  unfold lyapunovSpace
  rw [mul_neg, Real.exp_neg]
  exact finrank_eigenspace_inv E Hs hs (Real.exp_ne_zero _)

end

end LyapunovPairing
```

```lean
#print axioms LyapunovPairing.transfer_iff_schrodinger
#print axioms LyapunovPairing.eigenvalue_pairs
#print axioms LyapunovPairing.lyapunovSpace_log
#print axioms LyapunovPairing.lyapunov_pairs
```

```
'LyapunovPairing.transfer_iff_schrodinger' depends on axioms: [propext, Classical.choice, Quot.sound]
'LyapunovPairing.eigenvalue_pairs' depends on axioms: [propext, Classical.choice, Quot.sound]
'LyapunovPairing.lyapunovSpace_log' depends on axioms: [propext, Classical.choice, Quot.sound]
'LyapunovPairing.lyapunov_pairs' depends on axioms: [propext, Classical.choice, Quot.sound]
```
